# For the two-electron Hubbard dimer at fixed hopping t, U times the lowest energy tends to −4t² as U → ∞

The theorem `superexchange_limit` concerns two electrons of opposite spin on two sites, with hopping `t` and on-site interaction `U`, described by a 4 × 4 real matrix in the determinants with one electron on each site or both on the same site. It states that if `E U` is the least eigenvalue of this matrix for every real `U`, then, with `t` fixed, `U * E U` tends to −4t² as `U` tends to infinity. This is the superexchange law, in which the lowest energy approaches zero as −4t²/U when `t` is not zero. The proof identifies `E U` with (U − √(U² + 16t²))/2 and, for positive `U`, writes `U * E U` as −8t²/(1 + √(1 + 16t²x²)) with x = 1/U. That function is continuous, and its value at x = 0 is the limit sought.

This version doesn't compile in Lean 4 with Mathlib:

```lean
import Mathlib

open Matrix Filter Topology
open scoped Kronecker

namespace SuperexchangeLimit

noncomputable section

/-- The full CI matrix of the Hubbard dimer in the determinants
`|↑,↓⟩`, `|↓,↑⟩`, `|↑↓,0⟩`, `|0,↑↓⟩`. -/
def ciMatrix (t U : ℝ) : Matrix (Fin 4) (Fin 4) ℝ :=
  !![0, 0, -t, -t; 0, 0, t, t; -t, t, U, 0; -t, t, 0, U]

/-- `μ` is an energy of the dimer: the CI matrix has a nonzero eigenvector with eigenvalue `μ`. -/
def IsEnergy (t U μ : ℝ) : Prop :=
  ∃ v : Fin 4 → ℝ, v ≠ 0 ∧ ciMatrix t U *ᵥ v = μ • v

/-- The lower root `(U - √(U² + 16t²)) / 2`. -/
def energyMinus (t U : ℝ) : ℝ := (U - √(U ^ 2 + 16 * t ^ 2)) / 2

/-- The upper root `(U + √(U² + 16t²)) / 2`. -/
def energyPlus (t U : ℝ) : ℝ := (U + √(U ^ 2 + 16 * t ^ 2)) / 2

/-- The secular determinant of the dimer factorises into the four roots
`0`, `U` and `(U ± √(U² + 16t²)) / 2`. -/
theorem secular_determinant (t U μ : ℝ) :
    (μ • (1 : Matrix (Fin 4) (Fin 4) ℝ) - ciMatrix t U).det
      = μ * (μ - U) * (μ - energyMinus t U) * (μ - energyPlus t U) := by
  have hM : μ • (1 : Matrix (Fin 4) (Fin 4) ℝ) - ciMatrix t U
      = !![μ, 0, t, t; 0, μ, -t, -t; t, -t, μ - U, 0; t, -t, 0, μ - U] := by
    ext i j
    fin_cases i <;> fin_cases j <;> simp [ciMatrix]
  -- expansion along the first row
  have hdet : (!![μ, 0, t, t; 0, μ, -t, -t; t, -t, μ - U, 0; t, -t, 0, μ - U] :
      Matrix (Fin 4) (Fin 4) ℝ).det = μ * (μ - U) * (μ ^ 2 - U * μ - 4 * t ^ 2) := by
    rw [Matrix.det_succ_row_zero]
    simp [Fin.sum_univ_succ, Matrix.det_fin_three, Fin.succAbove]
    ring
  have hs : √(U ^ 2 + 16 * t ^ 2) ^ 2 = U ^ 2 + 16 * t ^ 2 := Real.sq_sqrt (by positivity)
  rw [hM, hdet, energyMinus, energyPlus]
  linear_combination (μ * (μ - U) / 4) * hs

/-- The energies of the Hubbard dimer are exactly `0`, `U` and `(U ± √(U² + 16t²)) / 2`. -/
theorem isEnergy_iff (t U μ : ℝ) :
    IsEnergy t U μ ↔ μ = 0 ∨ μ = U ∨ μ = energyMinus t U ∨ μ = energyPlus t U := by
  have h : IsEnergy t U μ ↔ ∃ v : Fin 4 → ℝ, v ≠ 0 ∧
      (μ • (1 : Matrix (Fin 4) (Fin 4) ℝ) - ciMatrix t U) *ᵥ v = 0 := by
    unfold IsEnergy
    refine exists_congr fun v => and_congr_right fun _ => ?_
    rw [Matrix.sub_mulVec, Matrix.smul_mulVec, Matrix.one_mulVec, sub_eq_zero, eq_comm]
  rw [h, Matrix.exists_mulVec_eq_zero_iff, secular_determinant]
  simp only [mul_eq_zero, sub_eq_zero, or_assoc]

/-- The lowest energy of the dimer is `(U - √(U² + 16t²)) / 2`, for all real `t` and `U`. -/
theorem isLeast_energyMinus (t U : ℝ) : IsLeast {μ | IsEnergy t U μ} (energyMinus t U) := by
  refine ⟨(isEnergy_iff t U _).2 (Or.inr (Or.inr (Or.inl rfl))), fun μ hμ => ?_⟩
  have habs : |U| ≤ √(U ^ 2 + 16 * t ^ 2) := Real.abs_le_sqrt (by nlinarith [sq_nonneg t])
  obtain ⟨h1, h2⟩ := abs_le.1 habs
  rcases (isEnergy_iff t U μ).1 hμ with h | h | h | h <;> rw [h] <;>
    simp only [energyMinus, energyPlus] <;> linarith

/-- Superexchange limit: if `E U` is the lowest energy of the dimer at repulsion `U`, then
`U * E U` tends to `-4t²` as `U` tends to infinity. -/
theorem superexchange_limit (t : ℝ) (E : ℝ → ℝ)
    (hE : ∀ U, IsLeast {μ | IsEnergy t U μ} (E U)) :
    Tendsto (fun U => U * E U) atTop (𝓝 (-4 * t ^ 2)) := by
  -- the scaled energy is a continuous function of `x = 1/U`
  have hc : Continuous (fun x : ℝ => -8 * t ^ 2 / (1 + √(1 + 16 * t ^ 2 * x ^ 2))) := by
    refine Continuous.div (by fun_prop) (by fun_prop) fun x => ?_
    positivity
  have hlim := (hc.tendsto 0).comp tendsto_inv_atTop_zero
  have h0 : -8 * t ^ 2 / (1 + √(1 + 16 * t ^ 2 * (0 : ℝ) ^ 2)) = -4 * t ^ 2 := by
    norm_num
    ring
  rw [h0] at hlim
  refine hlim.congr' ?_
  filter_upwards [eventually_gt_atTop (0 : ℝ)] with U hU
  rw [(hE U).unique (isLeast_energyMinus t U)]
  simp only [Function.comp_apply, energyMinus]
  have hr : √(1 + 16 * t ^ 2 * U⁻¹ ^ 2) ^ 2 = 1 + 16 * t ^ 2 * U⁻¹ ^ 2 :=
    Real.sq_sqrt (by positivity)
  have hUU : U * U⁻¹ = 1 := mul_inv_cancel₀ hU.ne'
  have hfac : √(U ^ 2 + 16 * t ^ 2) = U * √(1 + 16 * t ^ 2 * U⁻¹ ^ 2) := by
    rw [Real.sqrt_eq_iff_mul_self_eq (by positivity) (by positivity)]
    linear_combination U ^ 2 * hr + 16 * t ^ 2 * (U * U⁻¹ + 1) * hUU
  have hden : 1 + √(1 + 16 * t ^ 2 * U⁻¹ ^ 2) ≠ 0 := by positivity
  rw [hfac, div_eq_iff hden]
  linear_combination (U ^ 2 / 2) * hr + 8 * t ^ 2 * (U * U⁻¹ + 1) * hUU

end

end SuperexchangeLimit
```

The error:

```
Main.lean:86:4: error: ring failed, ring expressions not equal
t : ℝ
E : ℝ → ℝ
hE : ∀ (U : ℝ), IsLeast {μ | IsEnergy t U μ} (E U)
hc : Continuous fun x => -8 * t ^ 2 / (1 + √(1 + 16 * t ^ 2 * x ^ 2))
hlim : Tendsto ((fun x => -8 * t ^ 2 / (1 + √(1 + 16 * t ^ 2 * x ^ 2))) ∘ fun r => r⁻¹) atTop (𝓝 (-4 * t ^ 2))
h0 : -8 * t ^ 2 / (1 + √(1 + 16 * t ^ 2 * 0 ^ 2)) = -4 * t ^ 2
U : ℝ
hU : 0 < U
hr : √(1 + 16 * t ^ 2 * U⁻¹ ^ 2) ^ 2 = 1 + 16 * t ^ 2 * U⁻¹ ^ 2
hUU : U * U⁻¹ = 1
⊢ U ^ 2 * 2 - U ^ 2 * √(1 + 16 * t ^ 2 * U⁻¹ ^ 2) ^ 2 * 2 + t ^ 2 * 32 = 0
```

What went wrong. The error is a wrong sign in the proof of `hfac`, which takes a factor `U` out of the square root. Write s for `√(1 + 16 * t ^ 2 * U⁻¹ ^ 2)`. After the rewrite with `Real.sqrt_eq_iff_mul_self_eq`, the goal is U² + 16t² = (U s)(U s), with the square on the right. The coefficients given to `linear_combination` suit the equation the other way round: they combine `hr` and `hUU` into an equation whose left side minus right side is U²s² − U² − 16t².

`linear_combination` subtracts this from the corresponding difference for the goal, U² + 16t² − U²s². As the two have opposite signs, they add up instead of cancelling, and what remains is 2U² − 2U²s² + 32t², the expression in the message. It is in fact zero by the hypotheses, but `ring` does not use hypotheses and so cannot close the goal.

The repair changes the sign of both terms, the one with `hr` and the one with `hUU`. The difference then cancels identically, and `ring` succeeds.

Lean accepts the file once it reads:

```diff
@@ -84,5 +84,5 @@
   have hfac : √(U ^ 2 + 16 * t ^ 2) = U * √(1 + 16 * t ^ 2 * U⁻¹ ^ 2) := by
     rw [Real.sqrt_eq_iff_mul_self_eq (by positivity) (by positivity)]
-    linear_combination U ^ 2 * hr + 16 * t ^ 2 * (U * U⁻¹ + 1) * hUU
+    linear_combination (-U ^ 2) * hr - 16 * t ^ 2 * (U * U⁻¹ + 1) * hUU
   have hden : 1 + √(1 + 16 * t ^ 2 * U⁻¹ ^ 2) ≠ 0 := by positivity
   rw [hfac, div_eq_iff hden]
```
